# For $t,\Delta>0$, the half-infinite Kitaev chain has a decaying zero-energy mode exactly when $|\mu|<2t$

Let spinless fermions live on sites $j=0,1,2,\dots$, with hopping $t>0$, pairing $\Delta>0$ and real chemical potential $\mu$. With $c_j$ the annihilation operator on site $j$, the Hamiltonian is

$$H=\sum_{j\ge 0}\left[-\mu\,c_j^\dagger c_j-t\,(c_j^\dagger c_{j+1}+\text{h.c.})+\Delta\,(c_jc_{j+1}+\text{h.c.})\right].$$

The pairing $\Delta$ is a given mean field, uniform along the chain. For complex particle and hole amplitudes $u_j,v_j$, with $u_{-1}=v_{-1}=0$, the zero-energy Bogoliubov–de Gennes (BdG) equations are

$$-\mu u_j-t(u_{j+1}+u_{j-1})+\Delta(v_{j-1}-v_{j+1})=0,$$
$$\mu v_j+t(v_{j+1}+v_{j-1})+\Delta(u_{j+1}-u_{j-1})=0.$$

A solution decays if $u_j\to0$ and $v_j\to0$ as $j\to\infty$. The claim is that a nonzero decaying solution exists iff $|\mu|<2t$, which is also the condition for all complex roots of

$$P(z)=(t+\Delta)z^2+\mu z+(t-\Delta)$$

to have modulus below one. In this non-interacting, uniform model, the criterion decides whether a Majorana mode is bound to the end of the chain.

## From the chain to a quadratic

Put $\varphi_j=u_j+v_j$ and $\chi_j=u_j-v_j$. Subtracting the first equation from the second, and then taking minus their sum, gives

$$(t+\Delta)\varphi_{j+1}+\mu\varphi_j+(t-\Delta)\varphi_{j-1}=0,$$
$$(t-\Delta)\chi_{j+1}+\mu\chi_j+(t+\Delta)\chi_{j-1}=0.$$

Both have the form $p\varphi_{n+1}+m\varphi_n+q\varphi_{n-1}=0$ with $\varphi_{-1}=0$. Let $p\ne0$, and let $z,w$ be the roots of $px^2+mx+q$, so that $p(z+w)=-m$ and $pzw=q$. Then

$$\varphi_{n+1}-z\varphi_n=w^{n+1}\varphi_0.$$

At $n=0$ this is $\varphi_1=(z+w)\varphi_0$. For the induction step, $\varphi_{n+2}=(z+w)\varphi_{n+1}-zw\varphi_n$ gives $\varphi_{n+2}-z\varphi_{n+1}=w(\varphi_{n+1}-z\varphi_n)$.

Suppose $\varphi_0\neq0$. If $\varphi_n\to0$, the left side of the identity tends to zero, so $|w|<1$; exchanging the roots gives $|z|<1$. Conversely, if $r=\max(|z|,|w|)<1$, induction gives $|\varphi_n|\le(n+1)r^n|\varphi_0|\to0$. If $\varphi_0=0$, the recursion makes every $\varphi_n$ vanish.

## Where the roots lie

Let $|\mu|<2t$ and $P(x+iy)=0$ with $x,y$ real. The imaginary and real parts are

$$y\,(2(t+\Delta)x+\mu)=0,\qquad (t+\Delta)(x^2-y^2)+\mu x+(t-\Delta)=0.$$

If $y\ne0$, then $\mu=-2(t+\Delta)x$, and the real part becomes $x^2+y^2=(t-\Delta)/(t+\Delta)<1$. If $y=0$, write

$$P(x)=(x-1)\left[(t+\Delta)x-(t-\Delta)\right]+(\mu+2t)x.$$

For $x\ge1$ the first term is nonnegative and the second positive, so $x$ is not a root. Replacing $(x,\mu)$ by $(-x,-\mu)$ excludes $x\le-1$.

Now let $|\mu|\ge2t$. The discriminant $\mu^2-4(t^2-\Delta^2)$ is at least $4\Delta^2$, so its square root $s$ satisfies $s\ge2\Delta$. If $\mu\ge2t$, the root $(-\mu-s)/(2(t+\Delta))$ is at most $-1$; if $\mu\le-2t$, the root $(-\mu+s)/(2(t+\Delta))$ is at least $1$.

## The surviving combination

The recursion for $\chi$ has no nonzero decaying solution. For $t\ne\Delta$, its root product has modulus $(t+\Delta)/|t-\Delta|>1$, so the roots cannot both lie inside the unit circle; hence $\chi_0=0$ and $\chi$ vanishes. For $t=\Delta$ it reads $\mu\chi_0=0$ and $\mu\chi_{n+1}+2t\chi_n=0$, which forces $\chi=0$ whether or not $\mu=0$.

A nonzero decaying mode therefore has $u=v$ and $\varphi_0\ne0$, so $|\mu|<2t$. Conversely, when $|\mu|<2t$, start from $f_0=1$, generate $f$ by the recursion for $\varphi$, and set $u=v=f$. The normalised BdG vector has $u_j=v_j=f_j/\sqrt{2\sum_k f_k^2}$. Since $f$ is real, the operator $\sum_j f_j(c_j+c_j^\dagger)$ is Hermitian, as a Majorana operator must be.

## The chain in Lean

```lean
import Mathlib

open Filter Topology

namespace KitaevEdgeMode
```

Amplitudes are functions `ℕ → ℂ`. The open end is encoded by `leftOf`, which supplies the value at $j-1$, or zero at the edge.

```lean
/-- The amplitude on the left neighbour of a site; it is zero beyond the edge of the chain. -/
def leftOf (φ : ℕ → ℂ) : ℕ → ℂ
  | 0 => 0
  | j + 1 => φ j
```

The next two definitions are the left sides of the BdG equations. The real parameters are coerced to complex numbers. The formal model starts here, with the second-quantised Hamiltonian left in the prose.

```lean
/-- Particle component at site `j` of the Bogoliubov-de Gennes Hamiltonian of the half-infinite
Kitaev chain, applied to the particle and hole amplitudes `u`, `v`. -/
def bdgParticle (t Δ μ : ℝ) (u v : ℕ → ℂ) (j : ℕ) : ℂ :=
  -(μ * u j) - t * (u (j + 1) + leftOf u j) + Δ * (leftOf v j - v (j + 1))

/-- Hole component at site `j` of the same Hamiltonian. -/
def bdgHole (t Δ μ : ℝ) (u v : ℕ → ℂ) (j : ℕ) : ℂ :=
  μ * v j + t * (v (j + 1) + leftOf v j) + Δ * (u (j + 1) - leftOf u j)
```

A zero mode satisfies both equations at every site, including site 0. The definition requires neither decay nor a nonzero amplitude.

```lean
/-- The amplitudes `u`, `v` solve the Bogoliubov-de Gennes equations at zero energy. -/
def IsZeroMode (t Δ μ : ℝ) (u v : ℕ → ℂ) : Prop :=
  ∀ j, bdgParticle t Δ μ u v j = 0 ∧ bdgHole t Δ μ u v j = 0

/-- A three-term recursion on the half-infinite chain, with zero amplitude beyond the edge. -/
def EdgeRecursion (p m q : ℂ) (φ : ℕ → ℂ) : Prop :=
  ∀ j, p * φ (j + 1) + m * φ j + q * leftOf φ j = 0
```

Decoupling is linear algebra: `linear_combination` verifies the sums and differences taken above, in both directions.

```lean
/-- The zero-energy equations decouple into one recursion for `u + v` and one for `u - v`. -/
theorem isZeroMode_iff (t Δ μ : ℝ) (u v : ℕ → ℂ) :
    IsZeroMode t Δ μ u v ↔
      EdgeRecursion (t + Δ) μ (t - Δ) (fun j => u j + v j) ∧
      EdgeRecursion (t - Δ) μ (t + Δ) (fun j => u j - v j) := by
  have ha : ∀ j, leftOf (fun j => u j + v j) j = leftOf u j + leftOf v j := by
    intro j; cases j <;> simp [leftOf]
  have hb : ∀ j, leftOf (fun j => u j - v j) j = leftOf u j - leftOf v j := by
    intro j; cases j <;> simp [leftOf]
  simp only [IsZeroMode, EdgeRecursion, bdgParticle, bdgHole, ha, hb]
  constructor
  · intro h
    exact ⟨fun j => by linear_combination (h j).2 - (h j).1,
      fun j => by linear_combination -(h j).1 - (h j).2⟩
  · rintro ⟨h, k⟩ j
    exact ⟨by linear_combination -(h j) / 2 - (k j) / 2,
      by linear_combination (h j) / 2 - (k j) / 2⟩
```

## Roots and decay in Lean

Algebraic closedness supplies a square root of the discriminant, and the quadratic formula then gives both roots, possibly equal.

```lean
/-- A quadratic with nonzero leading coefficient has two complex roots, counted with
multiplicity, with the usual sum and product. -/
theorem exists_roots {p : ℂ} (m q : ℂ) (hp : p ≠ 0) :
    ∃ z w : ℂ, p * (z + w) = -m ∧ p * (z * w) = q := by
  obtain ⟨s, hs⟩ := IsAlgClosed.exists_pow_nat_eq (m ^ 2 - 4 * p * q) (n := 2) (by norm_num)
  obtain ⟨k, hk⟩ : ∃ k : ℂ, 2 * p * k = 1 :=
    ⟨(2 * p)⁻¹, mul_inv_cancel₀ (mul_ne_zero two_ne_zero hp)⟩
  exact ⟨(-m + s) * k, (-m - s) * k, by linear_combination -m * hk,
    by linear_combination (-p * k ^ 2) * hs + q * (2 * p * k + 1) * hk⟩
```

The identity for $\varphi_{n+1}-z\varphi_n$ follows by induction, after cancelling the nonzero coefficient `p`.

```lean
/-- Removing one characteristic root `z` from a solution of the recursion leaves a pure power of the
other root `w` times the edge amplitude `φ 0`, if the leading coefficient is nonzero. -/
theorem remove_root {p m q z w : ℂ} {φ : ℕ → ℂ} (hp : p ≠ 0) (hs : p * (z + w) = -m)
    (hq : p * (z * w) = q) (h : EdgeRecursion p m q φ) (n : ℕ) :
    φ (n + 1) - z * φ n = w ^ (n + 1) * φ 0 := by
  induction n with
  | zero =>
    have h0 : p * φ (0 + 1) + m * φ 0 + q * 0 = 0 := h 0
    apply mul_left_cancel₀ hp
    linear_combination h0 - φ 0 * hs
  | succ n ih =>
    have h1 : p * φ (n + 1 + 1) + m * φ (n + 1) + q * φ n = 0 := h (n + 1)
    apply mul_left_cancel₀ hp
    linear_combination h1 - φ (n + 1) * hs + φ n * hq + p * w * ih
```

Decay is `Tendsto φ atTop (𝓝 0)`. In the forward direction, a root with modulus at least one would bound $|\varphi_0|$ by a sequence tending to zero. In the other, `bound` is the estimate $(n+1)r^n|\varphi_0|$, and `squeeze_zero_norm` finishes.

```lean
/-- With nonzero leading coefficient and nonzero amplitude on the edge site, a solution of the
recursion decays into the bulk iff every characteristic root has modulus below one. -/
theorem decays_iff_roots {p m q : ℂ} {φ : ℕ → ℂ} (hp : p ≠ 0) (h : EdgeRecursion p m q φ)
    (h0 : φ 0 ≠ 0) :
    Tendsto φ atTop (𝓝 0) ↔ ∀ x : ℂ, p * x ^ 2 + m * x + q = 0 → ‖x‖ < 1 := by
  obtain ⟨z, w, hs, hq⟩ := exists_roots m q hp
  constructor
  · intro hφ
    -- the power of either root is a combination of decaying amplitudes
    have key : ∀ a b : ℂ, p * (a + b) = -m → p * (a * b) = q → ‖b‖ < 1 := by
      intro a b hs' hq'
      by_contra hb
      have hlim : Tendsto (fun n => ‖φ (n + 1) - a * φ n‖) atTop (𝓝 0) := by
        simpa using (((tendsto_add_atTop_iff_nat 1).2 hφ).sub (hφ.const_mul a)).norm
      have hle : ‖φ 0‖ ≤ 0 := ge_of_tendsto' hlim fun n => by
        rw [remove_root hp hs' hq' h n, norm_mul, norm_pow]
        exact le_mul_of_one_le_left (norm_nonneg _) (one_le_pow₀ (not_lt.mp hb))
      exact h0 (norm_le_zero_iff.mp hle)
    intro x hx
    exact key (-m / p - x) x (by field_simp; ring) (by
      have e : p * (-m / p) = -m := by field_simp
      linear_combination x * e - hx)
  · intro hr
    have hz := hr z (by linear_combination z * hs - hq)
    have hw := hr w (by linear_combination w * hs - hq)
    obtain ⟨r, hr0, hr1, hzr, hwr⟩ : ∃ r : ℝ, 0 ≤ r ∧ r < 1 ∧ ‖z‖ ≤ r ∧ ‖w‖ ≤ r :=
      ⟨max ‖z‖ ‖w‖, le_max_of_le_left (norm_nonneg _), max_lt hz hw,
        le_max_left _ _, le_max_right _ _⟩
    have bound : ∀ n : ℕ, ‖φ n‖ ≤ ((n : ℝ) + 1) * r ^ n * ‖φ 0‖ := by
      intro n
      induction n with
      | zero => simp
      | succ n ih =>
        have e : φ (n + 1) = z * φ n + w ^ (n + 1) * φ 0 := by
          linear_combination remove_root hp hs hq h n
        calc ‖φ (n + 1)‖ ≤ ‖z * φ n‖ + ‖w ^ (n + 1) * φ 0‖ := by
              rw [e]; exact norm_add_le _ _
          _ = ‖z‖ * ‖φ n‖ + ‖w‖ ^ (n + 1) * ‖φ 0‖ := by rw [norm_mul, norm_mul, norm_pow]
          _ ≤ r * (((n : ℝ) + 1) * r ^ n * ‖φ 0‖) + r ^ (n + 1) * ‖φ 0‖ := by gcongr
          _ = (((n + 1 : ℕ) : ℝ) + 1) * r ^ (n + 1) * ‖φ 0‖ := by push_cast; ring
    have hlim := ((tendsto_self_mul_const_pow_of_lt_one hr0 hr1).add
      (tendsto_pow_atTop_nhds_zero_of_lt_one hr0 hr1)).mul_const ‖φ 0‖
    rw [add_zero, zero_mul] at hlim
    exact squeeze_zero_norm (fun n => (bound n).trans_eq (by ring)) hlim
```

The root criterion quantifies over all complex `z`. Its first half produces the real root outside the open disc, with `k` standing for $1/(2(t+\Delta))$. Its second half splits on the imaginary part; for a real root, the products passed to `nlinarith` are the terms in the rewriting of $P(x)$, or their images under $(x,\mu)\to(-x,-\mu)$.

```lean
/-- For `t, Δ > 0`, all complex roots of `(t + Δ) z² + μ z + (t - Δ)` have modulus below one
iff `|μ| < 2t`. -/
theorem roots_inside_iff {t Δ : ℝ} (ht : 0 < t) (hΔ : 0 < Δ) (μ : ℝ) :
    (∀ z : ℂ, (t + Δ) * z ^ 2 + μ * z + (t - Δ) = 0 → ‖z‖ < 1) ↔ |μ| < 2 * t := by
  have hp : 0 < t + Δ := add_pos ht hΔ
  constructor
  · intro h
    by_contra hc
    have hc := not_lt.mp hc
    have key : ∀ x : ℝ, (t + Δ) * x ^ 2 + μ * x + (t - Δ) = 0 → |x| < 1 := fun x hx => by
      simpa using h x (by exact_mod_cast hx)
    -- the discriminant is at least (2Δ)², so a real root lies outside the open disc
    have hD : (2 * Δ) ^ 2 ≤ μ ^ 2 - 4 * (t ^ 2 - Δ ^ 2) := by
      have := pow_le_pow_left₀ (by positivity) hc 2
      rw [sq_abs] at this
      linarith
    obtain ⟨s, hs, hs2⟩ : ∃ s : ℝ, 2 * Δ ≤ s ∧ s ^ 2 = μ ^ 2 - 4 * (t ^ 2 - Δ ^ 2) :=
      ⟨_, (Real.le_sqrt' (by positivity)).2 hD, Real.sq_sqrt ((sq_nonneg _).trans hD)⟩
    obtain ⟨k, hk0, hk⟩ : ∃ k : ℝ, 0 < k ∧ 2 * (t + Δ) * k = 1 :=
      ⟨(2 * (t + Δ))⁻¹, by positivity, mul_inv_cancel₀ (by positivity)⟩
    rcases le_abs.mp hc with h1 | h1
    · have hx := abs_lt.mp (key ((-μ - s) * k) (by
        linear_combination (k / 2 * (μ + s) ^ 2 - (t - Δ)) * hk + k / 2 * hs2))
      nlinarith [mul_le_mul_of_nonneg_right (show 2 * (t + Δ) ≤ μ + s by linarith) hk0.le]
    · have hx := abs_lt.mp (key ((-μ + s) * k) (by
        linear_combination (k / 2 * (μ - s) ^ 2 - (t - Δ)) * hk + k / 2 * hs2))
      nlinarith [mul_le_mul_of_nonneg_right (show 2 * (t + Δ) ≤ -μ + s by linarith) hk0.le]
  · intro hμ z hz
    obtain ⟨hm1, hm2⟩ := abs_lt.mp hμ
    have hre : (t + Δ) * (z.re ^ 2 - z.im ^ 2) + μ * z.re + (t - Δ) = 0 := by
      have := congrArg Complex.re hz
      simp [pow_two] at this
      linear_combination this
    have him : z.im * (2 * (t + Δ) * z.re + μ) = 0 := by
      have := congrArg Complex.im hz
      simp [pow_two] at this
      linear_combination this
    have hn : ‖z‖ ^ 2 = z.re ^ 2 + z.im ^ 2 := by
      rw [Complex.sq_norm, Complex.normSq_apply]; ring
    suffices hlt : z.re ^ 2 + z.im ^ 2 < 1 by nlinarith [norm_nonneg z]
    rcases mul_eq_zero.mp him with hy | hy
    · -- real root
      rw [hy] at hre ⊢
      have hx1 : z.re < 1 := by
        by_contra hc
        have hc := not_lt.mp hc
        have h2 : 0 ≤ (t + Δ) * z.re - (t - Δ) := by nlinarith
        nlinarith [mul_nonneg (sub_nonneg.2 hc) h2,
          mul_pos (show 0 < z.re by linarith) (show 0 < μ + 2 * t by linarith)]
      have hx2 : -1 < z.re := by
        by_contra hc
        have hc := not_lt.mp hc
        have h2 : 0 ≤ (t + Δ) * (-z.re) - (t - Δ) := by nlinarith
        nlinarith [mul_nonneg (show 0 ≤ -z.re - 1 by linarith) h2,
          mul_pos (show 0 < -z.re by linarith) (show 0 < 2 * t - μ by linarith)]
      nlinarith
    · -- conjugate pair: the squared modulus is the product of the roots
      have e : (t + Δ) * (z.re ^ 2 + z.im ^ 2) = t - Δ := by
        linear_combination -hre + z.re * hy
      by_contra hc
      nlinarith [mul_nonneg hp.le (sub_nonneg.2 (not_lt.mp hc))]
```

## The edge mode in Lean

When the leading coefficient is nonzero, a solution with no amplitude on the edge site is zero.

```lean
/-- If the leading coefficient is nonzero, a solution that vanishes on the edge site vanishes
everywhere. -/
theorem eq_zero_of_edge {p m q : ℂ} {φ : ℕ → ℂ} (hp : p ≠ 0) (h : EdgeRecursion p m q φ)
    (h0 : φ 0 = 0) (n : ℕ) : φ n = 0 := by
  obtain ⟨z, w, hs, hq⟩ := exists_roots m q hp
  induction n with
  | zero => exact h0
  | succ n ih =>
    linear_combination remove_root hp hs hq h n + z * ih + w ^ (n + 1) * h0
```

The result for $\chi$ separates $t=\Delta$, where the leading coefficient vanishes, from the case where the root product gives the contradiction.

```lean
/-- For `t, Δ > 0`, the recursion obeyed by `u - v` has no decaying solution except zero. -/
theorem difference_eq_zero {t Δ μ : ℝ} (ht : 0 < t) (hΔ : 0 < Δ) {χ : ℕ → ℂ}
    (h : EdgeRecursion (t - Δ) μ (t + Δ) χ) (hχ : Tendsto χ atTop (𝓝 0)) (j : ℕ) :
    χ j = 0 := by
  have hs : (t : ℂ) + Δ ≠ 0 := by exact_mod_cast (add_pos ht hΔ).ne'
  by_cases hp : (t : ℂ) - Δ = 0
  · -- at t = Δ the recursion has only two terms
    have e0 : (t - Δ) * χ (0 + 1) + μ * χ 0 + (t + Δ) * 0 = 0 := h 0
    have e : ∀ n, (t - Δ) * χ (n + 1 + 1) + μ * χ (n + 1) + (t + Δ) * χ n = 0 :=
      fun n => h (n + 1)
    by_cases hμ : (μ : ℂ) = 0
    · apply mul_left_cancel₀ hs
      linear_combination e j - χ (j + 1 + 1) * hp - χ (j + 1) * hμ
    · induction j with
      | zero =>
        apply mul_left_cancel₀ hμ
        linear_combination e0 - χ (0 + 1) * hp
      | succ n ih =>
        apply mul_left_cancel₀ hμ
        linear_combination e n - χ (n + 1 + 1) * hp - (t + Δ) * ih
  · by_cases h0 : χ 0 = 0
    · exact eq_zero_of_edge hp h h0 j
    · -- two roots inside the disc contradict the size of their product
      exfalso
      have hr := (decays_iff_roots hp h h0).mp hχ
      obtain ⟨z, w, hsum, hq⟩ := exists_roots (μ : ℂ) ((t : ℂ) + Δ) hp
      have hz := hr z (by linear_combination z * hsum - hq)
      have hw := hr w (by linear_combination w * hsum - hq)
      have hn := congrArg norm hq
      rw [norm_mul, norm_mul, ← Complex.ofReal_sub, ← Complex.ofReal_add, Complex.norm_real,
        Complex.norm_real, Real.norm_eq_abs, Real.norm_eq_abs,
        abs_of_pos (add_pos ht hΔ)] at hn
      have hzw : ‖z‖ * ‖w‖ ≤ 1 := by nlinarith [norm_nonneg z, norm_nonneg w]
      have hlt : |t - Δ| < t + Δ := abs_lt.2 ⟨by linarith, by linarith⟩
      nlinarith [mul_le_mul_of_nonneg_left hzw (abs_nonneg (t - Δ))]
```

The function `edgeProfile` is the unnormalised $f$.

```lean
/-- The edge profile with unit amplitude on the first site, built site by site, for
`t + Δ ≠ 0`. -/
noncomputable def edgeProfile (t Δ μ : ℝ) : ℕ → ℂ
  | 0 => 1
  | 1 => -μ / (t + Δ)
  | n + 2 => -(μ * edgeProfile t Δ μ (n + 1) + (t - Δ) * edgeProfile t Δ μ n) / (t + Δ)
```

The final theorem asks for amplitudes that are not both identically zero, solve the BdG equations and tend to zero. Its forward direction eliminates $u-v$ and applies the root criterion to $u+v$; its reverse direction uses `edgeProfile` for both amplitudes. The statement concerns the end of a half-infinite, clean chain: it does not cover a finite chain, where modes at opposite ends can couple, or disorder and interactions.

```lean
/-- For `t, Δ > 0`, the half-infinite Kitaev chain has a nonzero zero-energy solution that
decays into the bulk iff `|μ| < 2t`. -/
theorem edge_mode_iff {t Δ : ℝ} (ht : 0 < t) (hΔ : 0 < Δ) (μ : ℝ) :
    (∃ u v : ℕ → ℂ, (u ≠ 0 ∨ v ≠ 0) ∧ IsZeroMode t Δ μ u v ∧
      Tendsto u atTop (𝓝 0) ∧ Tendsto v atTop (𝓝 0)) ↔ |μ| < 2 * t := by
  have hp : (t : ℂ) + Δ ≠ 0 := by exact_mod_cast (add_pos ht hΔ).ne'
  constructor
  · rintro ⟨u, v, hne, hz, hu, hv⟩
    obtain ⟨h1, h2⟩ := (isZeroMode_iff t Δ μ u v).mp hz
    have hd : ∀ j, u j - v j = 0 :=
      difference_eq_zero ht hΔ h2 (by simpa using hu.sub hv)
    have h0 : u 0 + v 0 ≠ 0 := by
      intro h0
      have ha : ∀ j, u j + v j = 0 := eq_zero_of_edge hp h1 h0
      rcases hne with hne | hne
      · exact hne (funext fun j => show u j = 0 by linear_combination (ha j + hd j) / 2)
      · exact hne (funext fun j => show v j = 0 by linear_combination (ha j - hd j) / 2)
    exact (roots_inside_iff ht hΔ μ).mp
      ((decays_iff_roots hp h1 h0).mp (by simpa using hu.add hv))
  · intro hμ
    have hdiv : ∀ a : ℂ, ((t : ℂ) + Δ) * (a / (t + Δ)) = a := fun a => by field_simp
    have hrec : EdgeRecursion (t + Δ) μ (t - Δ) (edgeProfile t Δ μ) := by
      intro j
      rcases j with _ | n
      · change ((t : ℂ) + Δ) * (-μ / (t + Δ)) + μ * 1 + (t - Δ) * 0 = 0
        linear_combination hdiv (-μ)
      · change ((t : ℂ) + Δ) * (-(μ * edgeProfile t Δ μ (n + 1)
          + (t - Δ) * edgeProfile t Δ μ n) / (t + Δ))
          + μ * edgeProfile t Δ μ (n + 1) + (t - Δ) * edgeProfile t Δ μ n = 0
        rw [hdiv]
        ring
    have h0 : edgeProfile t Δ μ 0 ≠ 0 := one_ne_zero
    have hlim := (decays_iff_roots hp hrec h0).mpr ((roots_inside_iff ht hΔ μ).mpr hμ)
    refine ⟨_, _, Or.inl fun h => h0 (congrFun h 0), fun j => ⟨?_, ?_⟩, hlim, hlim⟩
    · unfold bdgParticle
      linear_combination -(hrec j)
    · unfold bdgHole
      linear_combination hrec j

end KitaevEdgeMode
```

```lean
#print axioms KitaevEdgeMode.edge_mode_iff
-- 'KitaevEdgeMode.edge_mode_iff' depends on axioms: [propext, Classical.choice, Quot.sound]
```
